# A small Hessian eigenvalue for rotationally invariant energies, bounded by the residual gradient

Let $V$ be a differentiable energy on a finite-dimensional real configuration space, unchanged by a family of rotations with generator $A$. Let $g$ be its gradient and $H$ its Hessian at a geometry $x$ with $Ax\neq 0$. Then $H$ has an eigenvalue $\mu$ with

$$|\mu|\le\frac{\|Ag\|}{\|Ax\|}.$$

In a vibrational analysis at an imperfectly optimised geometry, with the translations removed but the rotations not projected out, this limits how far from zero the Hessian eigenvalue nearest to zero (a force constant in Cartesian coordinates, a squared angular frequency in mass-weighted ones) can lie, provided that the computed energy is exactly rotationally invariant and $H$ is its exact Hessian. If the translations of a free molecule are kept, the bound holds trivially, because they have force constant zero at every geometry. The bound follows from the identity $HAx=Ag$, which is derived below from the invariance.

## Configuration space, rotations and gradient

```lean
import Mathlib

open scoped InnerProductSpace

namespace HessianRotationalModes

noncomputable section

variable {E : Type*} [NormedAddCommGroup E] [InnerProductSpace ℝ E]
```

The space `E` is a real vector space with an inner product, written `⟪y, z⟫_ℝ` in Lean and $\langle y,z\rangle$ here. For $N$ atoms, the Cartesian coordinates form the space $\mathbb R^{3N}$. Mass-weighted coordinates fit equally well, since a common rotation of all atoms preserves their inner product too. To remove the translations of a free molecule, take for $E$ the subspace of geometries whose centroid (in mass-weighted coordinates, whose centre of mass) is at the origin. Rotations about the origin map this subspace to itself, so the theorems apply to the energy restricted to it. Finite dimension is assumed only in the theorems that need it.

```lean
/-- A family of linear isometries `R t` of configuration space, called rotations here, that starts
at the identity and whose initial velocity at each geometry `y` is `A y`. -/
structure IsRotationFlow (R : ℝ → E →ₗᵢ[ℝ] E) (A : E →L[ℝ] E) : Prop where
  zero : ∀ y, R 0 y = y
  deriv : ∀ y, HasDerivAt (fun t => R t y) (A y) 0
```

For each real $t$, `R t` is a linear isometry: a linear map that preserves lengths. The two conditions say that $R_0y=y$ and that

$$\left.\frac{d}{dt}R_ty\right|_{t=0}=Ay .$$

For a molecule turning about an axis $\omega$ through the origin, $A$ displaces the atom at $r_a$ by $\omega\times r_a$. The definition doesn't ask for the composition law $R_{s+t}=R_sR_t$, because the proofs use only the velocity at $t=0$.

```lean
/-- The vector field `G` is the gradient of the potential energy `V` at every geometry. -/
def IsGradientField (V : E → ℝ) (G : E → E) : Prop :=
  ∀ y, HasFDerivAt V (innerSL ℝ (G y)) y
```

Here `innerSL ℝ (G y)` is the linear functional $v\mapsto\langle G(y),v\rangle$, so the definition reads $dV_y(v)=\langle G(y),v\rangle$ at every $y$. The energy must therefore be differentiable on all of $E$. A molecular potential that diverges when two nuclei coincide doesn't satisfy this as it stands. The arguments by hand use $V$ only near the geometry $x$ of interest, so they still hold for such a potential if it is differentiable near $x$. The Lean theorems don't cover that case.

## From invariance to $HAx=Ag$

```lean
/-- The generator of a family of rotations is skew-symmetric. -/
theorem generator_skew {R : ℝ → E →ₗᵢ[ℝ] E} {A : E →L[ℝ] E} (h : IsRotationFlow R A)
    (y z : E) : ⟪A y, z⟫_ℝ = -⟪y, A z⟫_ℝ := by
  have h1 := (h.deriv y).inner ℝ (h.deriv z)
  -- rotations preserve inner products, so the differentiated function is constant
  have hf : (fun t => ⟪R t y, R t z⟫_ℝ) = fun _ => ⟪y, z⟫_ℝ :=
    funext fun t => (R t).inner_map_map y z
  rw [hf] at h1
  have h2 := h1.unique (hasDerivAt_const (0 : ℝ) ⟪y, z⟫_ℝ)
  rw [h.zero y, h.zero z] at h2
  linarith
```

Rotations preserve inner products, so $\langle R_ty,R_tz\rangle=\langle y,z\rangle$ for all $t$. Differentiating at $t=0$ with the product rule gives

$$\langle y,Az\rangle+\langle Ay,z\rangle=0,$$

which is skew-symmetry.

The Lean proof turns on `unique`, the statement that a function has at most one derivative at a point. `HasDerivAt f f' t` is a proposition: "$f$ has derivative $f'$ at $t$". The proof obtains two such propositions for the same function. `h1` comes from the product rule, and `hasDerivAt_const` says that a constant has derivative zero. The rewrite with `hf` makes the two functions literally the same, and `unique` then equates the two derivatives. The next theorem and the identity for $HAx$ use the same device: a conserved quantity is differentiated once by rule and once as a constant.

```lean
/-- If the energy is invariant under the rotations, the gradient has no component along the
rotational displacement `A y`. -/
theorem gradient_orthogonal_rotation {R : ℝ → E →ₗᵢ[ℝ] E} {A : E →L[ℝ] E} {V : E → ℝ}
    {G : E → E} (h : IsRotationFlow R A) (hV : IsGradientField V G)
    (hinv : ∀ t y, V (R t y) = V y) (y : E) : ⟪G y, A y⟫_ℝ = 0 := by
  have h1 : HasFDerivAt V (innerSL ℝ (G y)) (R 0 y) := by
    rw [h.zero y]
    exact hV y
  have h2 := h1.comp_hasDerivAt 0 (h.deriv y)
  have h3 : HasDerivAt (V ∘ fun t => R t y) 0 0 := by
    have hf : (V ∘ fun t => R t y) = fun _ => V y := funext fun t => hinv t y
    rw [hf]
    exact hasDerivAt_const _ _
  exact h2.unique h3
```

The function $t\mapsto V(R_ty)$ is constant. By the chain rule,

$$0=\left.\frac{d}{dt}V(R_ty)\right|_{t=0}=\langle G(y),Ay\rangle .$$

The gradient has no component along the rotational displacement, at any geometry. In Lean, `h2` is the chain rule and `h3` is the zero derivative.

```lean
/-- The Hessian, as the derivative of the gradient field, is symmetric. -/
theorem hessian_symmetric {V : E → ℝ} {G : E → E} {H : E →L[ℝ] E} {x : E}
    (hV : IsGradientField V G) (hH : HasFDerivAt G H x) :
    (H : E →ₗ[ℝ] E).IsSymmetric := by
  -- the inner product as a continuous bilinear map
  let B : E →L[ℝ] E →L[ℝ] ℝ := LinearMap.mkContinuous₂ (innerₗ E) 1
    (fun a b => by rw [one_mul]; exact norm_inner_le_norm a b)
  have h1 : ∀ y, HasFDerivAt V (B (G y)) y := fun y =>
    (hV y).congr_fderiv (ContinuousLinearMap.ext fun _ => rfl)
  have h2 : HasFDerivAt (fun y => B (G y)) (B.comp H) x := B.hasFDerivAt.comp x hH
  intro v w
  have h3 : ⟪H v, w⟫_ℝ = ⟪H w, v⟫_ℝ := second_derivative_symmetric h1 h2 v w
  exact h3.trans (real_inner_comm _ _)
```

The hypothesis `HasFDerivAt G H x` says that $H$ is the derivative of the gradient field at $x$, which is the Hessian as a linear operator. Write $B(a)(b)=\langle a,b\rangle$, so that $dV_y=B(G(y))$. Differentiating at $x$ in the direction $v$ gives $B(Hv)$, and hence

$$D^2V_x(v,w)=\langle Hv,w\rangle .$$

Second derivatives commute, so $\langle Hv,w\rangle=\langle Hw,v\rangle=\langle v,Hw\rangle$. The commutation is Mathlib's `second_derivative_symmetric`; `h1` and `h2` supply the first and second derivatives that it needs.

```lean
/-- For a rotationally invariant energy, the Hessian applied to the rotational displacement
equals the generator applied to the gradient: `H A x = A g`. -/
theorem hessian_rotation {R : ℝ → E →ₗᵢ[ℝ] E} {A H : E →L[ℝ] E} {V : E → ℝ}
    {G : E → E} {x : E} (h : IsRotationFlow R A) (hV : IsGradientField V G)
    (hinv : ∀ t y, V (R t y) = V y) (hH : HasFDerivAt G H x) :
    H (A x) = A (G x) := by
  have h1 := hH.inner ℝ (A.hasFDerivAt (x := x))
  have hf : (fun y => ⟪G y, A y⟫_ℝ) = fun _ => (0 : ℝ) :=
    funext fun y => gradient_orthogonal_rotation h hV hinv y
  rw [hf] at h1
  have h2 := h1.unique (hasFDerivAt_const (0 : ℝ) x)
  refine ext_inner_left ℝ fun v => ?_
  -- differentiate the orthogonality relation in the direction v
  have h3 : ⟪G x, A v⟫_ℝ + ⟪H v, A x⟫_ℝ = 0 := by
    simpa [fderivInnerCLM_apply] using congrArg (fun L : E →L[ℝ] ℝ => L v) h2
  have h4 : ⟪H v, A x⟫_ℝ = ⟪v, H (A x)⟫_ℝ := hessian_symmetric hV hH v (A x)
  have h5 := generator_skew h v (G x)
  have h6 := real_inner_comm (G x) (A v)
  linarith
```

Write $g=G(x)$. The relation $\langle G(y),Ay\rangle=0$ holds for every $y$, so it may be differentiated at $x$ in any direction $v$:

$$\langle g,Av\rangle+\langle Hv,Ax\rangle=0 .$$

This is `h3`. Symmetry of $H$ (`h4`) turns the second term into $\langle v,HAx\rangle$. Skewness of $A$ (`h5`), with the order of the inner product exchanged (`h6`), turns the first into $-\langle v,Ag\rangle$. Therefore

$$\langle v,HAx\rangle=\langle v,Ag\rangle\quad\text{for every }v,$$

and so $HAx=Ag$. The last inference is `ext_inner_left`: two vectors with the same inner product against every $v$ are equal.

## A trial vector gives an eigenvalue bound

```lean
/-- A symmetric operator `T` has, for each nonzero trial vector `u`, an eigenvalue of absolute
value at most `‖T u‖ / ‖u‖`. -/
theorem exists_small_eigenvalue [FiniteDimensional ℝ E] {T : E →ₗ[ℝ] E}
    (hT : T.IsSymmetric) {u : E} (hu : u ≠ 0) :
    ∃ μ : ℝ, Module.End.HasEigenvalue T μ ∧ |μ| ≤ ‖T u‖ / ‖u‖ := by
  by_contra hcon
  obtain ⟨b, ev, hb⟩ : ∃ (b : OrthonormalBasis (Fin (Module.finrank ℝ E)) ℝ E)
      (ev : Fin (Module.finrank ℝ E) → ℝ), ∀ i, T (b i) = ev i • b i :=
    ⟨hT.eigenvectorBasis rfl, hT.eigenvalues rfl, fun i => hT.apply_eigenvectorBasis rfl i⟩
  obtain ⟨c, hc⟩ : ∃ c, c = ‖T u‖ / ‖u‖ := ⟨_, rfl⟩
  have hc0 : 0 ≤ c := by rw [hc]; positivity
  have hcu : c * ‖u‖ = ‖T u‖ := by
    rw [hc]
    exact div_mul_cancel₀ _ (norm_ne_zero_iff.2 hu)
  have hlt : ∀ i, c < |ev i| := fun i => by
    by_contra hi
    exact hcon ⟨ev i, Module.End.hasEigenvalue_of_hasEigenvector
      ⟨Module.End.mem_eigenspace_iff.2 (hb i), b.orthonormal.ne_zero i⟩,
      hc ▸ not_lt.1 hi⟩
  have hpos : ∀ i, 0 < ev i ^ 2 - c ^ 2 := fun i => by
    nlinarith [hlt i, sq_abs (ev i)]
  have hP : ∀ w : E, ∑ i, ⟪b i, w⟫_ℝ ^ 2 = ‖w‖ ^ 2 := fun w => by
    rw [← real_inner_self_eq_norm_sq, ← b.sum_inner_mul_inner w w]
    refine Finset.sum_congr rfl fun i _ => ?_
    rw [real_inner_comm (b i) w]
    ring
  have hcoef : ∀ i, ⟪b i, T u⟫_ℝ = ev i * ⟪b i, u⟫_ℝ := fun i => by
    rw [← hT (b i) u, hb i, real_inner_smul_left]
  -- a sum of nonnegative terms vanishes, so u has no component on any mode
  have h0 : ∑ i, (ev i ^ 2 - c ^ 2) * ⟪b i, u⟫_ℝ ^ 2 = 0 := by
    have e1 := hP (T u)
    simp only [hcoef, mul_pow] at e1
    simp only [sub_mul]
    rw [Finset.sum_sub_distrib, ← Finset.mul_sum, e1, hP u, ← hcu]
    ring
  have hz := (Finset.sum_eq_zero_iff_of_nonneg
    (fun i _ => mul_nonneg (hpos i).le (sq_nonneg _))).1 h0
  have hn : ‖u‖ ^ 2 = 0 := by
    rw [← hP u]
    exact Finset.sum_eq_zero fun i hi =>
      (mul_eq_zero.1 (hz i hi)).resolve_left (hpos i).ne'
  exact hu (norm_eq_zero.1 (pow_eq_zero_iff two_ne_zero |>.1 hn))
```

This is a statement about any symmetric operator $T$ in finite dimension, with no reference to rotations. Put $c=\|Tu\|/\|u\|$ and suppose, for contradiction, that every eigenvalue has absolute value greater than $c$. Choose an orthonormal eigenbasis with $Tb_i=\lambda_ib_i$ (in Lean, `b i` and `ev i`), and write $u_i=\langle b_i,u\rangle$. Symmetry gives $\langle b_i,Tu\rangle=\lambda_iu_i$, which is `hcoef`. Expanding the squared norms in the basis, which is `hP`, gives

$$\sum_i\lambda_i^2u_i^2=\|Tu\|^2=c^2\|u\|^2=c^2\sum_iu_i^2,$$

and therefore

$$\sum_i(\lambda_i^2-c^2)\,u_i^2=0 .$$

This is `h0`. Each bracket is positive by assumption (`hpos`), so every term of the sum is nonnegative and must vanish (`hz`). Hence every $u_i$ is zero and $u=0$, contrary to the hypothesis `hu`.

```lean
/-- For a rotationally invariant energy, the Hessian at a geometry `x` moved by the rotation has
an eigenvalue of absolute value at most `‖A g‖ / ‖A x‖`, with `g` the gradient at `x`. -/
theorem rotational_force_constant_le [FiniteDimensional ℝ E] {R : ℝ → E →ₗᵢ[ℝ] E}
    {A H : E →L[ℝ] E} {V : E → ℝ} {G : E → E} {x : E} (h : IsRotationFlow R A)
    (hV : IsGradientField V G) (hinv : ∀ t y, V (R t y) = V y)
    (hH : HasFDerivAt G H x) (hx : A x ≠ 0) :
    ∃ μ : ℝ, Module.End.HasEigenvalue (H : E →ₗ[ℝ] E) μ ∧ |μ| ≤ ‖A (G x)‖ / ‖A x‖ := by
  rw [← hessian_rotation h hV hinv hH]
  exact exists_small_eigenvalue (hessian_symmetric hV hH) hx
```

Apply the previous theorem to $T=H$ and $u=Ax$. It gives an eigenvalue with $|\mu|\le\|HAx\|/\|Ax\|$, and $HAx=Ag$ turns the numerator into $\|Ag\|$. The two lines of the proof do the same in the opposite order: the rewrite replaces `A (G x)` by `H (A x)`, and the eigenvalue theorem finishes.

The condition $Ax\neq0$ says that the rotation moves the geometry. It fails for a linear molecule turned about its own axis. The conclusion concerns an eigenvalue and makes no claim that its eigenvector resembles $Ax$. Nor do three independent rotations yield three different small eigenvalues by this theorem, since each application could return the same one.

```lean
/-- If the gradient norm at `x` is at most `ε`, the Hessian has an eigenvalue of absolute value
at most `‖A‖ ε / ‖A x‖`. -/
theorem force_constant_le_of_gradient_le [FiniteDimensional ℝ E] {R : ℝ → E →ₗᵢ[ℝ] E}
    {A H : E →L[ℝ] E} {V : E → ℝ} {G : E → E} {x : E} {ε : ℝ} (h : IsRotationFlow R A)
    (hV : IsGradientField V G) (hinv : ∀ t y, V (R t y) = V y)
    (hH : HasFDerivAt G H x) (hx : A x ≠ 0) (hε : ‖G x‖ ≤ ε) :
    ∃ μ : ℝ, Module.End.HasEigenvalue (H : E →ₗ[ℝ] E) μ ∧ |μ| ≤ ‖A‖ * ε / ‖A x‖ := by
  obtain ⟨μ, hμ, hle⟩ := rotational_force_constant_le h hV hinv hH hx
  refine ⟨μ, hμ, hle.trans ?_⟩
  have h1 : ‖A (G x)‖ ≤ ‖A‖ * ε :=
    (A.le_opNorm _).trans (mul_le_mul_of_nonneg_left hε (norm_nonneg _))
  gcongr
```

The energy is still rotationally invariant and $Ax\neq0$, as in the previous theorem. If $\|g\|\le\varepsilon$, then $\|Ag\|\le\|A\|\varepsilon$, where $\|A\|$ is the operator norm, the largest factor by which $A$ stretches a vector. The bound becomes

$$|\mu|\le\frac{\|A\|\,\varepsilon}{\|Ax\|}.$$

For a molecule in Cartesian coordinates and a unit rotation axis, $\|A\|=1$. The tolerance $\varepsilon$ refers to the Euclidean norm of the whole gradient, so a threshold on its largest component has to be converted first.

## Exact zero modes

```lean
/-- At a stationary point moved by the rotation, the rotational displacement `A x` is an
eigenvector of the Hessian with eigenvalue zero. -/
theorem stationary_zero_mode {R : ℝ → E →ₗᵢ[ℝ] E} {A H : E →L[ℝ] E} {V : E → ℝ}
    {G : E → E} {x : E} (h : IsRotationFlow R A) (hV : IsGradientField V G)
    (hinv : ∀ t y, V (R t y) = V y) (hH : HasFDerivAt G H x) (hx : A x ≠ 0)
    (hg : G x = 0) : Module.End.HasEigenvector (H : E →ₗ[ℝ] E) 0 (A x) := by
  refine ⟨Module.End.mem_eigenspace_iff.2 ?_, hx⟩
  have h1 := hessian_rotation h hV hinv hH
  rw [hg, map_zero] at h1
  rw [zero_smul]
  exact h1
```

The energy is again assumed rotationally invariant, so $HAx=Ag$. At a stationary point $g=0$, and therefore $HAx=A0=0$. Since $Ax\neq0$, the rotational displacement is an eigenvector with eigenvalue zero. `HasEigenvector` contains both parts: the eigenvalue equation and the fact that the vector is nonzero. No finite dimension is needed, because the eigenvector is given explicitly.

Translations admit the same argument with a stronger outcome. If $V(y+sa)=V(y)$ for all $s$ and $y$, differentiating in $s$ gives $\langle G(y),a\rangle=0$ everywhere. Differentiating again at $x$ along $v$ gives $\langle Hv,a\rangle=0$ for every $v$, and by symmetry $Ha=0$. A translational mode thus has force constant zero at every geometry, stationary or not. The difference is that the displacement $a$ is the same at all geometries, whereas $Ay$ changes with $y$ and leaves the term $Ag$ behind. This translational case is an argument by hand and has no theorem in the Lean code.

## A harmonic energy that attains the bound

```lean
/-- The isotropic harmonic energy `(k/2)‖y‖²` has gradient `k y`. -/
theorem harmonic_gradient (k : ℝ) :
    IsGradientField (fun y : E => k / 2 * ‖y‖ ^ 2) (fun y => k • y) := fun y => by
  refine ((hasStrictFDerivAt_norm_sq y).hasFDerivAt.const_mul (k / 2)).congr_fderiv
    (ContinuousLinearMap.ext fun v => ?_)
  simp
  ring
```

For $V(y)=\tfrac k2\|y\|^2$, the derivative in the direction $v$ is $\tfrac k2\cdot2\langle y,v\rangle=\langle ky,v\rangle$. The gradient is therefore $G(y)=ky$. The real constant $k$ is the stiffness of an isotropic spring that ties the configuration to the origin.

```lean
/-- For the isotropic harmonic Hessian `k` times the identity, with gradient `k x`, every
eigenvalue has absolute value exactly `‖A g‖ / ‖A x‖`. -/
theorem harmonic_bound_sharp (k : ℝ) {A : E →L[ℝ] E} {x : E} (hx : A x ≠ 0) {μ : ℝ}
    (hμ : Module.End.HasEigenvalue (k • LinearMap.id : E →ₗ[ℝ] E) μ) :
    |μ| = ‖A (k • x)‖ / ‖A x‖ := by
  obtain ⟨v, hv⟩ := hμ.exists_hasEigenvector
  have h1 : k • v = μ • v := hv.apply_eq_smul
  have h2 : (k - μ) • v = 0 := by rw [sub_smul, h1, sub_self]
  have h3 : k = μ := sub_eq_zero.1 ((smul_eq_zero.1 h2).resolve_right hv.2)
  rw [map_smul, norm_smul, Real.norm_eq_abs, h3,
    mul_div_cancel_right₀ _ (norm_ne_zero_iff.2 hx)]
```

The gradient $ky$ is linear in $y$, so the Hessian is $k$ times the identity. If $kv=\mu v$ with $v\neq0$, then $(k-\mu)v=0$ and $\mu=k$. On the other side, for $Ax\neq0$,

$$\frac{\|A(kx)\|}{\|Ax\|}=\frac{|k|\,\|Ax\|}{\|Ax\|}=|k| .$$

Every eigenvalue thus meets the bound with equality. Here the force constant $k$ is a real property of the spring, which shows that a nonzero value allowed by the bound need not be a numerical artefact.

```lean
/-- Rotation of the plane, written as the complex numbers, by the angle `t`. -/
def planeRotation (t : ℝ) : ℂ →ₗᵢ[ℝ] ℂ := (rotation (Circle.exp t)).toLinearIsometry
```

The plane is written as the complex numbers, regarded as a two-dimensional real space. `Circle.exp t` is the unit complex number $e^{it}$, and the map is $y\mapsto e^{it}y$.

```lean
/-- Plane rotations are generated by multiplication by `i`, which moves the point `1`, and they
leave the isotropic harmonic energy invariant. -/
theorem planeRotation_witness (k : ℝ) :
    IsRotationFlow planeRotation (ContinuousLinearMap.mul ℝ ℂ Complex.I) ∧
    (∀ t y, k / 2 * ‖planeRotation t y‖ ^ 2 = k / 2 * ‖y‖ ^ 2) ∧
    ContinuousLinearMap.mul ℝ ℂ Complex.I 1 ≠ 0 := by
  have e : ∀ (t : ℝ) (y : ℂ), planeRotation t y = Complex.exp (t * Complex.I) * y := by
    intro t y
    simp [planeRotation, rotation_apply, Circle.coe_exp]
  refine ⟨⟨fun y => by simp [e], fun y => ?_⟩, fun t y => by
    rw [(planeRotation t).norm_map], by simp⟩
  simp only [e]
  have h0 : HasDerivAt (fun t : ℝ => (t : ℂ) * Complex.I) Complex.I 0 := by
    simpa using (hasDerivAt_id (0 : ℝ)).ofReal_comp.mul_const Complex.I
  simpa using h0.cexp.mul_const y

end

end HessianRotationalModes
```

The theorem has three parts. First, $e^{i0}y=y$ and

$$\left.\frac{d}{dt}e^{it}y\right|_{t=0}=iy,$$

so the generator is multiplication by $i$. Second, $|e^{it}y|=|y|$, so the harmonic energy is invariant. Third, $i\cdot1=i\neq0$, so the rotation moves the point $1$. In the proof, `e` writes the rotation as an exponential factor, and `h0` differentiates the exponent.

At $x=1$ the gradient is $g=k$, and the bound is $|ik|/|i|=|k|$. Both eigenvalues of the Hessian equal $k$, so a particle on a spring in the plane attains it.

```lean
#print axioms HessianRotationalModes.hessian_rotation
#print axioms HessianRotationalModes.force_constant_le_of_gradient_le
#print axioms HessianRotationalModes.harmonic_gradient
#print axioms HessianRotationalModes.harmonic_bound_sharp
```

```
'HessianRotationalModes.hessian_rotation' depends on axioms: [propext, Classical.choice, Quot.sound]
'HessianRotationalModes.force_constant_le_of_gradient_le' depends on axioms: [propext, Classical.choice, Quot.sound]
'HessianRotationalModes.harmonic_gradient' depends on axioms: [propext, Classical.choice, Quot.sound]
'HessianRotationalModes.harmonic_bound_sharp' depends on axioms: [propext, Classical.choice, Quot.sound]
```
